# A curvy step keeps the density matrix a projector of fixed trace and starts with energy slope Tr([H, P]X)

For non-interacting electrons in a finite orthonormal real basis, let P be a one-particle density matrix, symmetric and idempotent, and let H be a fixed real matrix. The theorem `curvy_step` says that for antisymmetric X the rotated matrix P(s) = exp(−sX) P exp(sX) stays symmetric and idempotent and keeps the trace of P, which is the number of occupied orbitals. It also says that the energy Tr(H P(s)) has first derivative Tr([H, P]X) and second derivative Tr(H[[P, X], X]) at s = 0. The attempt gets the symmetry by transposing the product, using that X is antisymmetric. Idempotency and the trace rest on the fact that the two exponentials are inverse to each other, and the derivatives on the product rule and the cyclicity of the trace.

As first written in Lean, the proof fails:

```lean
import Mathlib

open Matrix

namespace CurvyStep

noncomputable section

variable {n : Type*} [Fintype n] [DecidableEq n]

/-- The commutator `[A, B] = AB - BA` of two real matrices. -/
def comm (A B : Matrix n n ℝ) : Matrix n n ℝ := A * B - B * A

/-- The curvy step `P(s) = exp(-sX) P exp(sX)`. -/
def rotated (P X : Matrix n n ℝ) (s : ℝ) : Matrix n n ℝ :=
  NormedSpace.exp (-(s • X)) * P * NormedSpace.exp (s • X)

/-- The energy `E(s) = Tr(H P(s))` along the curvy step. -/
def energy (H P X : Matrix n n ℝ) (s : ℝ) : ℝ := trace (H * rotated P X s)

/-- In a real Banach algebra, the derivative of `exp(-sX) P exp(sX)` is
`exp(-sX) [P, X] exp(sX)`. -/
theorem hasDerivAt_rotation {A : Type*} [NormedRing A] [NormedAlgebra ℝ A] [CompleteSpace A]
    (P X : A) (s : ℝ) :
    HasDerivAt (fun t : ℝ => NormedSpace.exp (-(t • X)) * P * NormedSpace.exp (t • X))
      (NormedSpace.exp (-(s • X)) * (P * X - X * P) * NormedSpace.exp (s • X)) s := by
  have h1 := hasDerivAt_exp_smul_const' (𝕂 := ℝ) X s
  have h2 : HasDerivAt (fun t : ℝ => NormedSpace.exp (-(t • X)))
      (NormedSpace.exp (-(s • X)) * -X) s := by
    simpa only [smul_neg] using hasDerivAt_exp_smul_const (𝕂 := ℝ) (-X) s
  refine ((h2.mul_const P).mul h1).congr_deriv ?_
  noncomm_ring

/-- The slope of the energy at any point of the curvy step is `Tr(H exp(-sX) [P, X] exp(sX))`. -/
theorem hasDerivAt_energy (H P X : Matrix n n ℝ) (s : ℝ) :
    HasDerivAt (energy H P X) (energy H (comm P X) X s) s := by
  let _ : NormedRing (Matrix n n ℝ) := Matrix.linftyOpNormedRing
  let _ : NormedAlgebra ℝ (Matrix n n ℝ) := Matrix.linftyOpNormedAlgebra
  have : CompleteSpace (Matrix n n ℝ) := FiniteDimensional.complete ℝ _
  -- the trace against `H` is a continuous linear functional
  let L : Matrix n n ℝ →ₗ[ℝ] ℝ := (Matrix.traceLinearMap n ℝ ℝ).comp (LinearMap.mulLeft ℝ H)
  exact (LinearMap.toContinuousLinearMap L).hasFDerivAt.comp_hasDerivAt s
    (hasDerivAt_rotation P X s)

/-- For a symmetric idempotent `P` and antisymmetric `X`, the curvy step stays symmetric and
idempotent with trace `Tr P`; the energy has gradient `Tr([H, P] X)` and Hessian
`Tr(H [[P, X], X])` at `s = 0`. -/
theorem curvy_step (H P X : Matrix n n ℝ) (hP : Pᵀ = P) (hPP : P * P = P) (hX : Xᵀ = -X) :
    (∀ s, (rotated P X s)ᵀ = rotated P X s ∧
      rotated P X s * rotated P X s = rotated P X s ∧
      trace (rotated P X s) = trace P) ∧
    HasDerivAt (energy H P X) (trace (comm H P * X)) 0 ∧
    HasDerivAt (deriv (energy H P X)) (trace (H * comm (comm P X) X)) 0 := by
  have h0 : ∀ A : Matrix n n ℝ, energy H A X 0 = trace (H * A) := by
    intro A
    simp [energy, rotated]
  refine ⟨fun s => ?_, ?_, ?_⟩
  · -- the two exponentials are inverse to each other
    have hE : NormedSpace.exp (s • X) * NormedSpace.exp (-(s • X)) = 1 := by
      rw [← Matrix.exp_add_of_commute _ _ (Commute.neg_right (Commute.refl _)),
        add_neg_cancel, NormedSpace.exp_zero]
    refine ⟨?_, ?_, ?_⟩
    · unfold rotated
      rw [transpose_mul, transpose_mul, ← Matrix.exp_transpose, ← Matrix.exp_transpose,
        transpose_neg, transpose_smul, hX, hP, smul_neg, neg_neg, Matrix.mul_assoc]
    · unfold rotated
      generalize NormedSpace.exp (s • X) = U at *
      generalize NormedSpace.exp (-(s • X)) = V at *
      calc V * P * U * (V * P * U) = V * P * (U * V) * P * U := by noncomm_ring
        _ = V * (P * P) * U := by rw [hE]; noncomm_ring
        _ = V * P * U := by rw [hPP]
    · unfold rotated
      rw [trace_mul_cycle, hE, Matrix.one_mul]
  · refine (hasDerivAt_energy H P X 0).congr_deriv ?_
    -- cyclicity of the trace moves the commutator from `X` to `H`
    rw [h0, comm, comm, Matrix.mul_sub, Matrix.sub_mul, trace_sub, trace_sub,
      ← Matrix.mul_assoc, ← Matrix.mul_assoc, trace_mul_cycle H X P]
  · have h : deriv (energy H P X) = energy H (comm P X) X :=
      funext fun s => (hasDerivAt_energy H P X s).deriv
    rw [h, ← h0]
    exact hasDerivAt_energy H (comm P X) X 0

end

end CurvyStep
```

Lean reports:

```
Main.lean:60:43: error(lean.synthInstanceFailed): failed to synthesize instance of type class
  HasDistribNeg (Matrix ?m.162 ?m.162 ?m.163)

Hint: Type class instance resolution failures can be inspected with the `set_option trace.Meta.synthInstance true` command.
```

Cause. The one error is in the proof of `hE`, that exp(sX) exp(−sX) = 1. To merge the exponentials, `Matrix.exp_add_of_commute` needs a proof that the two exponents commute, and the attempt builds it inside the `rw` with `Commute.neg_right`. That lemma needs a `HasDistribNeg` instance, which says that negation fits with multiplication. Lean elaborates the rewrite term before matching it against the goal, so the underscores are still unknown. The message shows this in `Matrix ?m.162 ?m.162 ?m.163`, where neither the index type nor the entry type is settled, and Lean fails to find the instance.

The repair first states the commutation as `hc`, about `s • X` and `-(s • X)`. The type is now known to be `Matrix n n ℝ`, and the instance is found. The rewrite then uses `hc`. Writing out the two matrices in the `rw` as well is mere tidying, since `hc` already fixes them, and so is the new line break.

After these edits no error is left:

```diff
@@ -58,6 +58,7 @@
   · -- the two exponentials are inverse to each other
     have hE : NormedSpace.exp (s • X) * NormedSpace.exp (-(s • X)) = 1 := by
-      rw [← Matrix.exp_add_of_commute _ _ (Commute.neg_right (Commute.refl _)),
-        add_neg_cancel, NormedSpace.exp_zero]
+      have hc : Commute (s • X) (-(s • X)) := (Commute.refl (s • X)).neg_right
+      rw [← Matrix.exp_add_of_commute (s • X) (-(s • X)) hc, add_neg_cancel,
+        NormedSpace.exp_zero]
     refine ⟨?_, ?_, ?_⟩
     · unfold rotated
```
